# With coupling C ⊗ D, a product state is exact just when both mean-field equations hold and one factor is an eigenvector of its coupling operator

Q: Take two spins with $H = Z\otimes 1 + 1\otimes Z + X\otimes X$, both up. The mean of $X$ vanishes in each spin, so each feels only its own $Z$ and solves its mean-field equation. Yet $H$ sends up-up to twice itself plus down-down. Self-consistency has been reached, and the state is not an eigenstate. What condition is missing?

A: One factor must also be an eigenvector of its coupling operator. Let $H = A\otimes 1 + 1\otimes B + C\otimes D$, with unit vectors $u, v$ and means $c=\langle u,Cu\rangle$, $d=\langle v,Dv\rangle$. The mean-field equations say that $u$ is an eigenvector of $A+dC$ and $v$ of $B+cD$. The product $u\otimes v$ is an eigenvector of $H$ exactly when both hold and, in addition, $Cu=cu$ or $Dv=dv$.

Q: Derive it before you show me any code.

A: For a unit vector $w$, call $Mw-\langle w,Mw\rangle w$ the deviation of $M$ at $w$. Its overlap with $w$ is $\langle w,Mw\rangle-\langle w,Mw\rangle=0$. It vanishes exactly when $w$ is an eigenvector: if $Mw=Ew$, the overlap with $w$ gives $E=\langle w,Mw\rangle$, and the converse is immediate.

Write $a=\langle u,Au\rangle$ and $b=\langle v,Bv\rangle$, and split off the deviations:
$$Au=au+p,\quad Bv=bv+q,\quad Cu=cu+x,\quad Dv=dv+y.$$
Expanding the coupling term gives
$$Cu\otimes Dv=cd\,u\otimes v+d\,x\otimes v+c\,u\otimes y+x\otimes y.$$
With $r=p+dx$ and $s=q+cy$, which are the deviations of $A+dC$ at $u$ and of $B+cD$ at $v$,
$$H(u\otimes v)=(a+b+cd)\,u\otimes v+r\otimes v+u\otimes s+x\otimes y.$$
Since $r,x\perp u$ and $s,y\perp v$, the last three terms are orthogonal to $u\otimes v$ and to each other. So $a+b+cd$ is the mean energy, and the squared norm of the deviation of $H$ is
$$\|r\|^2+\|s\|^2+\|x\|^2\|y\|^2.$$
It is zero exactly when $r=0$, $s=0$, and $x=0$ or $y=0$.

Q: Now the formal objects. Where could the physics have leaked out?

A: Each fragment has a finite orthonormal basis, indexed by `m` or `n`, and a state is a function from basis labels to complex amplitudes.

In Lean 4 with Mathlib:

```lean
import Mathlib

open Matrix
open scoped Kronecker

namespace MeanFieldExactness

noncomputable section

variable {m n : Type*} [Fintype m] [Fintype n]
```

The product state has amplitude $u_i v_j$ at the pair $(i,j)$.

```lean
/-- The product state `u ⊗ v` of two fragments. -/
def productState (u : m → ℂ) (v : n → ℂ) : m × n → ℂ := fun p => u p.1 * v p.2
```

The mean conjugates its left factor and does not divide by $\langle w,w\rangle$.

```lean
/-- The number `⟨w, M w⟩`, which for a unit vector `w` is the expectation value of `M`. -/
def mean (M : Matrix m m ℂ) (w : m → ℂ) : ℂ := star w ⬝ᵥ (M *ᵥ w)

/-- The vector `M w - ⟨w, M w⟩ w`, called the deviation of `M` at `w` when `w` is a unit vector. -/
def deviation (M : Matrix m m ℂ) (w : m → ℂ) : m → ℂ := M *ᵥ w - mean M w • w

/-- The squared norm of a state vector. -/
def sqNorm (w : m → ℂ) : ℝ := ∑ i, ‖w i‖ ^ 2
```

An eigenvector is nonzero by definition, and any eigenvalue will do: nothing singles out the ground state.

```lean
/-- A nonzero vector that `M` maps to a multiple of itself. -/
def IsEigenvector (M : Matrix m m ℂ) (w : m → ℂ) : Prop :=
  w ≠ 0 ∧ ∃ E : ℂ, M *ᵥ w = E • w
```

The Hamiltonian is built from Kronecker products, written `⊗ₖ`.

```lean
/-- Two fragments with Hamiltonians `A` and `B`, coupled by `C ⊗ D`. -/
def hamiltonian [DecidableEq m] [DecidableEq n] (A C : Matrix m m ℂ) (B D : Matrix n n ℂ) :
    Matrix (m × n) (m × n) ℂ :=
  A ⊗ₖ (1 : Matrix n n ℂ) + (1 : Matrix m m ℂ) ⊗ₖ B + C ⊗ₖ D
```

Q: I see no Hermiticity anywhere.

A: The derivation never used it, so the theorems hold for arbitrary complex matrices. For Hermitian ones the means are real and the squared deviation of $H$ is the energy variance. What the model does leave out is antisymmetry between the fragments, infinite dimension, and a coupling that is a sum of several products, as the Coulomb interaction generally is.

Q: How does the proof begin?

A: With the algebra I used silently. Operators act factor by factor on products, and overlaps of products factorise.

```lean
private lemma kron_mulVec (M : Matrix m m ℂ) (N : Matrix n n ℂ) (u : m → ℂ) (v : n → ℂ) :
    (M ⊗ₖ N) *ᵥ productState u v = productState (M *ᵥ u) (N *ᵥ v) := by
  ext ⟨i, j⟩
  simp only [Matrix.mulVec, dotProduct, productState, Matrix.kroneckerMap_apply,
    Fintype.sum_prod_type, Finset.sum_mul_sum]
  exact Finset.sum_congr rfl fun _ _ => Finset.sum_congr rfl fun _ _ => by ring

private lemma overlap_product (a u : m → ℂ) (b v : n → ℂ) :
    star (productState a b) ⬝ᵥ productState u v = (star a ⬝ᵥ u) * (star b ⬝ᵥ v) := by
  simp only [dotProduct, Pi.star_apply, productState, Fintype.sum_prod_type,
    Finset.sum_mul_sum, star_mul']
  exact Finset.sum_congr rfl fun _ _ => Finset.sum_congr rfl fun _ _ => by ring
```

The action of $M+zN$ and its mean are linear in the expected way.

```lean
private lemma add_smul_mulVec (M N : Matrix m m ℂ) (z : ℂ) (w : m → ℂ) :
    (M + z • N) *ᵥ w = M *ᵥ w + z • (N *ᵥ w) := by
  ext i
  simp only [Matrix.mulVec, dotProduct, Matrix.add_apply, Matrix.smul_apply, Pi.add_apply,
    Pi.smul_apply, smul_eq_mul, Finset.mul_sum, ← Finset.sum_add_distrib]
  exact Finset.sum_congr rfl fun _ _ => by ring

private lemma mean_add_smul (M N : Matrix m m ℂ) (z : ℂ) (w : m → ℂ) :
    mean (M + z • N) w = mean M w + z * mean N w := by
  simp only [mean, add_smul_mulVec, dotProduct_add, dotProduct_smul, smul_eq_mul]
```

The overlap of a vector with itself is its squared norm, which is nonnegative and vanishes only for the zero vector.

```lean
private lemma self_overlap (w : m → ℂ) : star w ⬝ᵥ w = ((sqNorm w : ℝ) : ℂ) := by
  simp only [dotProduct, Pi.star_apply, sqNorm, Complex.ofReal_sum]
  exact Finset.sum_congr rfl fun i _ =>
    (Complex.conj_mul' (w i)).trans (Complex.ofReal_pow _ _).symm

private lemma sqNorm_nonneg (w : m → ℂ) : 0 ≤ sqNorm w :=
  Finset.sum_nonneg fun _ _ => sq_nonneg _

private lemma sqNorm_eq_zero {w : m → ℂ} : sqNorm w = 0 ↔ w = 0 := by
  constructor
  · intro h
    funext i
    have hi := (Finset.sum_eq_zero_iff_of_nonneg
      (fun i _ => sq_nonneg ‖w i‖)).1 h i (Finset.mem_univ i)
    simpa using hi
  · rintro rfl
    simp [sqNorm]
```

Then come the two facts about deviations.

```lean
/-- The deviation of a unit vector is orthogonal to that vector. -/
theorem deviation_orthogonal {w : m → ℂ} (hw : star w ⬝ᵥ w = 1) (M : Matrix m m ℂ) :
    star w ⬝ᵥ deviation M w = 0 := by
  rw [deviation, dotProduct_sub, dotProduct_smul, hw, smul_eq_mul, mul_one]
  exact sub_self _

/-- A unit vector is an eigenvector exactly when its deviation vanishes. -/
theorem isEigenvector_iff_deviation {w : m → ℂ} (hw : star w ⬝ᵥ w = 1)
    (M : Matrix m m ℂ) : IsEigenvector M w ↔ deviation M w = 0 := by
  constructor
  · rintro ⟨_, E, h⟩
    have hE : mean M w = E := by
      rw [mean, h, dotProduct_smul, hw, smul_eq_mul, mul_one]
    rw [deviation, hE, h, sub_self]
  · intro h
    refine ⟨?_, mean M w, sub_eq_zero.1 h⟩
    rintro rfl
    simp at hw
```

Q: And the splitting into three pieces?

A: First $H$ is applied to the product. `deviation_product` then computes the mean energy $a+b+cd$, called `hE`, and compares amplitudes; `ring` does the expansion.

```lean
variable [DecidableEq m] [DecidableEq n]
variable (A C : Matrix m m ℂ) (B D : Matrix n n ℂ) {u : m → ℂ} {v : n → ℂ}

private lemma hamiltonian_mulVec (u : m → ℂ) (v : n → ℂ) :
    hamiltonian A C B D *ᵥ productState u v =
      productState (A *ᵥ u) v + productState u (B *ᵥ v) + productState (C *ᵥ u) (D *ᵥ v) := by
  simp only [hamiltonian, Matrix.add_mulVec, kron_mulVec, Matrix.one_mulVec]

/-- For unit vectors `u` and `v`, the deviation of the Hamiltonian at `u ⊗ v` is `r ⊗ v + u ⊗ s + x
⊗ y`, where `r` and `s` are the mean-field deviations and `x` and `y` are the deviations of the
coupling operators. -/
theorem deviation_product (hu : star u ⬝ᵥ u = 1) (hv : star v ⬝ᵥ v = 1) :
    deviation (hamiltonian A C B D) (productState u v) =
      productState (deviation (A + mean D v • C) u) v +
      productState u (deviation (B + mean C u • D) v) +
      productState (deviation C u) (deviation D v) := by
  have hE : mean (hamiltonian A C B D) (productState u v) =
      mean A u + mean B v + mean C u * mean D v := by
    simp only [mean, hamiltonian_mulVec, dotProduct_add, overlap_product, hu, hv,
      mul_one, one_mul]
  ext ⟨i, j⟩
  simp only [deviation, hE, hamiltonian_mulVec, mean_add_smul, add_smul_mulVec, Pi.add_apply,
    Pi.sub_apply, Pi.smul_apply, smul_eq_mul, productState]
  ring
```

For the norm, `hu'` and `hv'` supply orthogonality with the factors in the other order, and `simp` removes every cross term.

```lean
/-- For a product of unit vectors, the squared norm of the deviation is the sum of the squared norms
of the two mean-field deviations, plus the product of the squared norms of the deviations of the
coupling operators. -/
theorem sqNorm_deviation_product (hu : star u ⬝ᵥ u = 1) (hv : star v ⬝ᵥ v = 1) :
    sqNorm (deviation (hamiltonian A C B D) (productState u v)) =
      sqNorm (deviation (A + mean D v • C) u) + sqNorm (deviation (B + mean C u • D) v) +
      sqNorm (deviation C u) * sqNorm (deviation D v) := by
  have hu' : ∀ M, star (deviation M u) ⬝ᵥ u = 0 := fun M => by
    rw [Matrix.star_dotProduct, deviation_orthogonal hu, star_zero]
  have hv' : ∀ M, star (deviation M v) ⬝ᵥ v = 0 := fun M => by
    rw [Matrix.star_dotProduct, deviation_orthogonal hv, star_zero]
  apply Complex.ofReal_injective
  -- all cross terms between the three pieces vanish by orthogonality
  simp only [Complex.ofReal_add, Complex.ofReal_mul, ← self_overlap,
    deviation_product A C B D hu hv, star_add, add_dotProduct, dotProduct_add,
    overlap_product, deviation_orthogonal hu, deviation_orthogonal hv, hu', hv', hu, hv,
    mul_zero, zero_mul, add_zero, zero_add, mul_one, one_mul]
```

This identity measures how far any product of unit vectors is from being exact in this two-fragment model, whether or not it solves the mean-field equations.

Q: So the main theorem is just setting that sum to zero?

A: Yes. The eigenvector conditions are turned into vanishing deviations. In one direction `linarith` forces each nonnegative term to zero, and `mul_eq_zero` yields the "or". In the other, the conditions are substituted into the sum.

```lean
/-- A product of unit vectors is an eigenvector of the coupled Hamiltonian exactly when both
factors solve their mean-field equations and one is an eigenvector of its coupling operator. -/
theorem product_exact_iff (hu : star u ⬝ᵥ u = 1) (hv : star v ⬝ᵥ v = 1) :
    IsEigenvector (hamiltonian A C B D) (productState u v) ↔
      IsEigenvector (A + mean D v • C) u ∧ IsEigenvector (B + mean C u • D) v ∧
      (C *ᵥ u = mean C u • u ∨ D *ᵥ v = mean D v • v) := by
  have huv : star (productState u v) ⬝ᵥ productState u v = 1 := by
    rw [overlap_product, hu, hv, mul_one]
  rw [isEigenvector_iff_deviation huv, isEigenvector_iff_deviation hu,
    isEigenvector_iff_deviation hv]
  have key := sqNorm_deviation_product A C B D hu hv
  constructor
  · intro h
    rw [sqNorm_eq_zero.2 h] at key
    -- three nonnegative terms add up to zero
    have h1 := sqNorm_nonneg (deviation (A + mean D v • C) u)
    have h2 := sqNorm_nonneg (deviation (B + mean C u • D) v)
    have h3 := mul_nonneg (sqNorm_nonneg (deviation C u)) (sqNorm_nonneg (deviation D v))
    refine ⟨sqNorm_eq_zero.1 (by linarith), sqNorm_eq_zero.1 (by linarith), ?_⟩
    have h4 : sqNorm (deviation C u) * sqNorm (deviation D v) = 0 := by linarith
    rcases mul_eq_zero.1 h4 with h | h
    · exact Or.inl (sub_eq_zero.1 (sqNorm_eq_zero.1 h))
    · exact Or.inr (sub_eq_zero.1 (sqNorm_eq_zero.1 h))
  · rintro ⟨h1, h2, h3⟩
    apply sqNorm_eq_zero.1
    rw [key, sqNorm_eq_zero.2 h1, sqNorm_eq_zero.2 h2]
    rcases h3 with h | h
    · rw [sqNorm_eq_zero.2 (show deviation C u = 0 from sub_eq_zero.2 h)]
      ring
    · rw [sqNorm_eq_zero.2 (show deviation D v = 0 from sub_eq_zero.2 h)]
      ring
```

Q: What is the energy? Adding the two mean-field eigenvalues must count the coupling twice.

A: It does. If they are $\alpha$ and $\beta$, then substituting $Au=\alpha u-d\,Cu$ and $Bv=\beta v-c\,Dv$ gives
$$H(u\otimes v)=(\alpha+\beta-cd)\,u\otimes v+(Cu-cu)\otimes(Dv-dv),$$
and the last term vanishes by the extra condition. The two `linear_combination` lines are this substitution, one for each alternative.

```lean
/-- If `u` and `v` satisfy their mean-field equations with eigenvalues `α` and `β`, and `C u = ⟨u, C
u⟩ u` or `D v = ⟨v, D v⟩ v`, then the Hamiltonian multiplies `u ⊗ v` by `α + β - ⟨u, C u⟩ ⟨v, D v⟩`.
-/
theorem exact_energy {α β : ℂ} (hA : (A + mean D v • C) *ᵥ u = α • u)
    (hB : (B + mean C u • D) *ᵥ v = β • v)
    (h : C *ᵥ u = mean C u • u ∨ D *ᵥ v = mean D v • v) :
    hamiltonian A C B D *ᵥ productState u v =
      (α + β - mean C u * mean D v) • productState u v := by
  rw [add_smul_mulVec] at hA hB
  rw [hamiltonian_mulVec]
  ext ⟨i, j⟩
  have h1 := congrFun hA i
  have h2 := congrFun hB j
  simp only [Pi.add_apply, Pi.smul_apply, smul_eq_mul, productState] at h1 h2 ⊢
  rcases h with h | h
  · have h3 := congrFun h i
    simp only [Pi.smul_apply, smul_eq_mul] at h3
    linear_combination v j * h1 + u i * h2 + ((D *ᵥ v) j - mean D v * v j) * h3
  · have h3 := congrFun h j
    simp only [Pi.smul_apply, smul_eq_mul] at h3
    linear_combination v j * h1 + u i * h2 + ((C *ᵥ u) i - mean C u * u i) * h3
```

Q: The extra condition looks lopsided. What does it mean for the fragment that satisfies it?

A: If $Cu=cu$, adding $dC$ to $A$ only shifts the eigenvalue at $u$, so $u$ is already an eigenvector of $A$ itself. That is `eigenvector_shift`. Exactness therefore means that one fragment sits in a common eigenvector of its own Hamiltonian and its coupling operator, while the other solves its mean-field equation.

```lean
omit [DecidableEq m] in
private lemma eigenvector_shift {M N : Matrix m m ℂ} {w : m → ℂ} {e : ℂ} (z : ℂ)
    (hN : N *ᵥ w = e • w) : IsEigenvector (M + z • N) w ↔ IsEigenvector M w := by
  constructor
  · rintro ⟨h0, E, h⟩
    rw [add_smul_mulVec, hN] at h
    exact ⟨h0, E - z * e, by linear_combination (norm := module) h⟩
  · rintro ⟨h0, E, h⟩
    exact ⟨h0, E + z * e, by rw [add_smul_mulVec, hN, h]; module⟩

/-- A product of unit vectors is exact exactly when one factor is a common eigenvector of its
fragment Hamiltonian and coupling operator, and the other solves its mean-field equation. -/
theorem product_exact_iff_common_eigenvector
    (hu : star u ⬝ᵥ u = 1) (hv : star v ⬝ᵥ v = 1) :
    IsEigenvector (hamiltonian A C B D) (productState u v) ↔
      (IsEigenvector A u ∧ C *ᵥ u = mean C u • u ∧ IsEigenvector (B + mean C u • D) v) ∨
      (IsEigenvector B v ∧ D *ᵥ v = mean D v • v ∧ IsEigenvector (A + mean D v • C) u) := by
  rw [product_exact_iff A C B D hu hv]
  constructor
  · rintro ⟨h1, h2, h | h⟩
    · exact Or.inl ⟨(eigenvector_shift _ h).1 h1, h, h2⟩
    · exact Or.inr ⟨(eigenvector_shift _ h).1 h2, h, h1⟩
  · rintro (⟨h1, h, h2⟩ | ⟨h2, h, h1⟩)
    · exact ⟨(eigenvector_shift _ h).2 h1, h2, Or.inl h⟩
    · exact ⟨h1, (eigenvector_shift _ h).2 h2, Or.inr h⟩
```

Q: Is your opening example in the file as well?

A: Yes, along with a second one. They use these matrices and states.

```lean
/-- The Pauli matrix `X`. -/
def pauliX : Matrix (Fin 2) (Fin 2) ℂ := !![0, 1; 1, 0]

/-- The Pauli matrix `Z`. -/
def pauliZ : Matrix (Fin 2) (Fin 2) ℂ := !![1, 0; 0, -1]

/-- The spin-up state. -/
def up : Fin 2 → ℂ := ![1, 0]

/-- A tilted spin state with amplitudes `3/5` and `4/5`. -/
def tilted : Fin 2 → ℂ := ![3 / 5, 4 / 5]
```

For up-up, the $(1,1)$ amplitude, which is down-down, is 1 after applying $H$, but 0 in any multiple of the original state.

```lean
/-- For `Z ⊗ 1 + 1 ⊗ Z + X ⊗ X`, the spin-up state solves the mean-field equation of each
spin, yet the product of two spin-up states is not an eigenvector. -/
theorem mean_field_not_sufficient :
    IsEigenvector (pauliZ + mean pauliX up • pauliX) up ∧
      ¬ IsEigenvector (hamiltonian pauliZ pauliX pauliZ pauliX) (productState up up) := by
  constructor
  · have hm : mean pauliX up = 0 := by
      simp [mean, pauliX, up, Matrix.mulVec, dotProduct, Fin.sum_univ_two]
    refine ⟨fun h => ?_, 1, ?_⟩
    · have h0 := congrFun h 0
      simp [up] at h0
    · rw [hm, zero_smul, add_zero]
      ext i
      fin_cases i <;> simp [pauliZ, up, Matrix.mulVec, dotProduct, Fin.sum_univ_two]
  · rintro ⟨_, E, h⟩
    rw [hamiltonian_mulVec] at h
    -- the coupling flips both spins
    have h11 := congrFun h (1, 1)
    simp [productState, pauliX, pauliZ, up] at h11
```

The second example shows that one fragment may be left out of the extra condition. With the first spin up, $c=1$, and the second spin feels $B+Z$ with rows $(-7,24)$ and $(24,7)$. The tilted state is an eigenvector of it with eigenvalue 25, and the first spin's own energy of 1 brings the total to 26. Yet the tilted state is not an eigenvector of $Z$.

```lean
/-- An exact product state of two coupled spins in which the second spin is not in an
eigenvector of its coupling operator `Z`. -/
theorem exact_product_witness :
    IsEigenvector (hamiltonian pauliZ pauliZ !![-8, 24; 24, 8] pauliZ)
      (productState up tilted) ∧ ¬ IsEigenvector pauliZ tilted := by
  constructor
  · refine ⟨fun h => ?_, 26, ?_⟩
    · have h0 := congrFun h (0, 0)
      simp [productState, up, tilted] at h0
    · rw [hamiltonian_mulVec]
      ext ⟨i, j⟩
      fin_cases i <;> fin_cases j <;>
        simp [productState, pauliZ, up, tilted] <;> norm_num
  · rintro ⟨_, E, h⟩
    have e0 : (pauliZ *ᵥ tilted) 0 = 3 / 5 := by
      simp [pauliZ, tilted, Matrix.mulVec, dotProduct, Fin.sum_univ_two]
    have e1 : (pauliZ *ᵥ tilted) 1 = -(4 / 5) := by
      simp [pauliZ, tilted, Matrix.mulVec, dotProduct, Fin.sum_univ_two]
    have k0 := congrFun h 0
    have k1 := congrFun h 1
    rw [e0] at k0
    rw [e1] at k1
    change (3 / 5 : ℂ) = E * (3 / 5) at k0
    change (-(4 / 5) : ℂ) = E * (4 / 5) at k1
    have h10 : (1 : ℂ) = 0 := by
      linear_combination (25 / 24) * ((4 / 5) * k0 - (3 / 5) * k1)
    exact one_ne_zero h10

end

end MeanFieldExactness
```

```lean
#print axioms MeanFieldExactness.exact_energy
#print axioms MeanFieldExactness.product_exact_iff_common_eigenvector
#print axioms MeanFieldExactness.mean_field_not_sufficient
```

```
'MeanFieldExactness.exact_energy' depends on axioms: [propext, Classical.choice, Quot.sound]
'MeanFieldExactness.product_exact_iff_common_eigenvector' depends on axioms: [propext, Classical.choice, Quot.sound]
'MeanFieldExactness.mean_field_not_sufficient' depends on axioms: [propext, Classical.choice, Quot.sound]
```

Q: Does normalisation matter, or is it decoration?

A: It matters. Let the first fragment have one basis state, with $u=2$, $A=0$ and $C=1$, and let the second be a spin up with $B=-X$ and $D=X$. Then $H=0$, so the product is an eigenvector. But the unnormalised mean is $c=4$, and up is not an eigenvector of $B+4D=3X$.

Q: Then why not build the norm into the mean?

A: That is a sound alternative: define it as $\langle w,Mw\rangle/\langle w,w\rangle$. The equivalence would then be stated for all nonzero $u$ and $v$, at the price of factors $\|v\|^2$ and $\|u\|^2$ on the first two terms of the squared-norm identity.
